# Chebyshev kernels damped by an autocorrelation are nonnegative on $[-1,1]^2$

To estimate the density of states of a large Hamiltonian matrix without diagonalising it, one rescales the matrix to $\tilde H$, with spectrum in $[-1,1]$, and picks a start vector $|r\rangle$. The recursion $|r_{k+1}\rangle = 2\tilde H|r_k\rangle - |r_{k-1}\rangle$, with $|r_0\rangle=|r\rangle$ and $|r_1\rangle=\tilde H|r\rangle$, gives the Chebyshev moments $\mu_k=\langle r|r_k\rangle$. Before the series is summed, each moment is multiplied by a damping factor $g_k$:

$$\rho(x)\approx\frac{1}{\pi\sqrt{1-x^2}}\Big[g_0\mu_0+2\sum_{k=1}^{N}g_k\mu_kT_k(x)\Big].$$

Here $T_k$ is the Chebyshev polynomial of the first kind, and the factors are normalised to $g_0=1$. For a single start vector, $\rho$ is the density of levels weighted by their squared overlap with $|r\rangle$. The density of states itself is estimated by averaging the moments over random start vectors with independent entries of zero mean and unit variance, since that average estimates the trace of $T_k(\tilde H)$. In code the damping is one elementwise product of two arrays, the factors and the moments. If the $g_k$ are the autocorrelation of real amplitudes, the bracket cannot become negative at any $x$ in $[-1,1]$ for a finite spectrum in $[-1,1]$. With all $g_k=1$ and $N\ge1$, it can.

## Polynomials, damping factors and kernel

```lean
import Mathlib

open Finset

namespace ChebyshevDampingKernel

noncomputable section
```

The file loads the library Mathlib and opens the names for finite sums. `range N` denotes the numbers $0,\dots,N-1$.

```lean
/-- The Chebyshev polynomial `T_k` evaluated at the real point `x`. -/
def cheb (k : ℕ) (x : ℝ) : ℝ := (Polynomial.Chebyshev.T ℝ (k : ℤ)).eval x
```

`cheb k x` is the number $T_k(x)$. Mathlib's Chebyshev polynomials have an integer index, so the natural number `k` is converted.

```lean
/-- The damping factor `g_k = ∑ a_j a_(j+k)`, the autocorrelation of the amplitudes
`a_0, …, a_N` at lag `k`. -/
def autocorr (a : ℕ → ℝ) (N k : ℕ) : ℝ := ∑ j ∈ range (N + 1 - k), a j * a (j + k)
```

For amplitudes $a_0,\dots,a_N$ this is

$$g_k=\sum_{j=0}^{N-k}a_ja_{j+k}.$$

The type `ℕ → ℝ` describes an infinite real sequence, but only the first $N+1$ entries enter. The factors are not normalised: $g_0=\sum_j a_j^2$. Calculations usually scale the amplitudes so that $g_0=1$, which preserves the total weight of the density.

```lean
/-- The Chebyshev kernel of order `N` with damping factors `g`:
`g_0 + 2 ∑ g_k T_k(x) T_k(y)`, with `k` running from `1` to `N`. -/
def kernel (g : ℕ → ℝ) (N : ℕ) (x y : ℝ) : ℝ :=
  g 0 + 2 * ∑ k ∈ range N, g (k + 1) * (cheb (k + 1) x * cheb (k + 1) y)
```

This is the kernel

$$K(x,y)=g_0+2\sum_{k=1}^{N}g_kT_k(x)T_k(y)$$

for any sequence $g$. Lean's summation index starts at 0, so the code writes `k + 1` where the formula has $k$.

```lean
/-- The cosine series `g_0 + 2 ∑ g_k cos(kθ)`, with `k` running from `1` to `N`. -/
def cosSeries (g : ℕ → ℝ) (N : ℕ) (θ : ℝ) : ℝ :=
  g 0 + 2 * ∑ k ∈ range N, g (k + 1) * Real.cos (((k + 1 : ℕ) : ℝ) * θ)
```

The companion cosine series is $F_N(\theta)=g_0+2\sum_{k=1}^N g_k\cos k\theta$.

```lean
/-- The `k`-th Chebyshev moment of a discrete spectrum with levels `E` and weights `w`. -/
def moment {ι : Type*} [Fintype ι] (w E : ι → ℝ) (k : ℕ) : ℝ := ∑ n, w n * cheb k (E n)
```

A discrete spectrum has levels $E_n$ and weights $w_n$, labelled by a finite index type `ι`. Its moments are $\mu_k=\sum_n w_nT_k(E_n)$. For the start vector above, $w_n=|\langle n|r\rangle|^2$, where the $|n\rangle$ are orthonormal eigenvectors of $\tilde H$.

## The cosine series as a sum of two squares

```lean
/-- On the angle variable the Chebyshev polynomial is a cosine: `T_k(cos θ) = cos(kθ)`. -/
theorem cheb_cos (k : ℕ) (θ : ℝ) : cheb k (Real.cos θ) = Real.cos ((k : ℝ) * θ) := by
  unfold cheb
  rw [Polynomial.Chebyshev.T_real_cos, Int.cast_natCast]
```

A theorem in Lean has a name, its variables and hypotheses, a colon, the claim, and a proof after `:= by`. This one says $T_k(\cos\theta)=\cos k\theta$, which Mathlib already knows.

```lean
/-- Raising the order by one adds one product of amplitudes to each damping factor. -/
theorem autocorr_succ (a : ℕ → ℝ) {N k : ℕ} (h : k ≤ N + 1) :
    autocorr a (N + 1) k = autocorr a N k + a (N + 1 - k) * a (N + 1) := by
  unfold autocorr
  rw [show N + 1 + 1 - k = (N + 1 - k) + 1 by omega, sum_range_succ, Nat.sub_add_cancel h]
```

When the order rises from $N$ to $N+1$, the sum for $g_k$ gains one term:

$$g_k^{(N+1)}=g_k^{(N)}+a_{N+1-k}\,a_{N+1},\qquad 0\le k\le N+1.$$

The proof splits off the last summand with `sum_range_succ`.

```lean
/-- The cosine series of the autocorrelation is the squared modulus of the amplitude
sum `∑ a_j exp(ijθ)`, written through its real and imaginary parts. -/
theorem cosSeries_autocorr (a : ℕ → ℝ) (N : ℕ) (θ : ℝ) :
    cosSeries (autocorr a N) N θ =
      (∑ j ∈ range (N + 1), a j * Real.cos ((j : ℝ) * θ)) ^ 2 +
      (∑ j ∈ range (N + 1), a j * Real.sin ((j : ℝ) * θ)) ^ 2 := by
  unfold cosSeries
  induction N with
  | zero =>
    simp [autocorr]
    ring
  | succ N ih =>
    have hz : autocorr a N (N + 1) = 0 := by simp [autocorr]
    -- reverse the order of summation in the new cross terms
    have hr : ∑ k ∈ range (N + 1), a (N - k) * Real.cos (((k + 1 : ℕ) : ℝ) * θ) =
        ∑ j ∈ range (N + 1), a j * Real.cos (((N + 1 : ℕ) : ℝ) * θ - (j : ℝ) * θ) := by
      refine Eq.trans ?_ (sum_range_reflect
        (fun j : ℕ => a j * Real.cos (((N + 1 : ℕ) : ℝ) * θ - (j : ℝ) * θ)) (N + 1))
      refine sum_congr rfl fun k hk => ?_
      have hk' : k ≤ N := by
        have := mem_range.1 hk
        omega
      simp only [Nat.add_sub_cancel]
      rw [Nat.cast_sub hk']
      congr 2
      push_cast
      ring
    have hs : ∑ k ∈ range (N + 1), autocorr a N (k + 1) * Real.cos (((k + 1 : ℕ) : ℝ) * θ) =
        ∑ k ∈ range N, autocorr a N (k + 1) * Real.cos (((k + 1 : ℕ) : ℝ) * θ) := by
      rw [sum_range_succ, hz, zero_mul, add_zero]
    have h1 : ∑ k ∈ range (N + 1),
          autocorr a (N + 1) (k + 1) * Real.cos (((k + 1 : ℕ) : ℝ) * θ) =
        ∑ k ∈ range N, autocorr a N (k + 1) * Real.cos (((k + 1 : ℕ) : ℝ) * θ) +
        a (N + 1) * ∑ j ∈ range (N + 1),
          a j * Real.cos (((N + 1 : ℕ) : ℝ) * θ - (j : ℝ) * θ) := by
      rw [← hr, ← hs, mul_sum, ← sum_add_distrib]
      refine sum_congr rfl fun k hk => ?_
      have hk' := mem_range.1 hk
      rw [autocorr_succ a (by omega), show N + 1 - (k + 1) = N - k by omega]
      ring
    -- the addition theorem separates the angle (N+1)θ from the angles jθ
    have hc : ∑ j ∈ range (N + 1), a j * Real.cos (((N + 1 : ℕ) : ℝ) * θ - (j : ℝ) * θ) =
        Real.cos (((N + 1 : ℕ) : ℝ) * θ) * ∑ j ∈ range (N + 1), a j * Real.cos ((j : ℝ) * θ) +
        Real.sin (((N + 1 : ℕ) : ℝ) * θ) *
          ∑ j ∈ range (N + 1), a j * Real.sin ((j : ℝ) * θ) := by
      rw [mul_sum, mul_sum, ← sum_add_distrib]
      refine sum_congr rfl fun j _ => ?_
      rw [Real.cos_sub]
      ring
    rw [h1, hc, autocorr_succ a (Nat.zero_le _), sum_range_succ _ (N + 1),
      sum_range_succ _ (N + 1), Nat.sub_zero]
    linear_combination ih -
      a (N + 1) ^ 2 * Real.sin_sq_add_cos_sq (((N + 1 : ℕ) : ℝ) * θ)
```

With $C_N=\sum_{j=0}^N a_j\cos j\theta$ and $S_N=\sum_{j=0}^N a_j\sin j\theta$, the claim is

$$F_N(\theta)=C_N^2+S_N^2=\Big|\sum_{j=0}^N a_je^{ij\theta}\Big|^2.$$

Physically, the autocorrelation condition makes the cosine series an intensity, the squared modulus of a sum of waves.

The proof is by induction. For $N=0$ both sides are $a_0^2$. For the step, insert the previous lemma and use $g_{N+1}^{(N)}=0$ (`hz`, `hs`):

$$F_{N+1}=F_N+a_{N+1}^2+2a_{N+1}\sum_{k=1}^{N+1}a_{N+1-k}\cos k\theta.$$

Substituting $j=N+1-k$ reverses the sum (`hr`), and the addition theorem splits it (`hc`):

$$\sum_{j=0}^{N}a_j\cos\big((N+1)\theta-j\theta\big)=\cos((N+1)\theta)\,C_N+\sin((N+1)\theta)\,S_N.$$

Multiplied by $2a_{N+1}$, these are the cross terms of $C_{N+1}^2+S_{N+1}^2$. The remaining new term there is $a_{N+1}^2\big(\cos^2((N+1)\theta)+\sin^2((N+1)\theta)\big)=a_{N+1}^2$. In Lean, `h1` collects the sums, and `linear_combination` closes the step from the induction hypothesis `ih` and the Pythagorean identity.

## From angles to the square

```lean
/-- In angle variables the kernel is the mean of the cosine series at the sum and at the
difference of the two angles. -/
theorem kernel_cos (g : ℕ → ℝ) (N : ℕ) (α β : ℝ) :
    kernel g N (Real.cos α) (Real.cos β) =
      (cosSeries g N (α + β) + cosSeries g N (α - β)) / 2 := by
  have h : ∑ k ∈ range N, g (k + 1) * (cheb (k + 1) (Real.cos α) * cheb (k + 1) (Real.cos β)) =
      (∑ k ∈ range N, g (k + 1) * Real.cos (((k + 1 : ℕ) : ℝ) * (α + β)) +
       ∑ k ∈ range N, g (k + 1) * Real.cos (((k + 1 : ℕ) : ℝ) * (α - β))) / 2 := by
    rw [← sum_add_distrib, sum_div]
    refine sum_congr rfl fun k _ => ?_
    rw [cheb_cos, cheb_cos, mul_add _ α β, mul_sub _ α β, Real.cos_add, Real.cos_sub]
    ring
  unfold kernel cosSeries
  rw [h]
  ring
```

Set $x=\cos\alpha$ and $y=\cos\beta$. Since

$$\cos k\alpha\cos k\beta=\tfrac12\big[\cos k(\alpha+\beta)+\cos k(\alpha-\beta)\big],$$

the kernel is $K=\tfrac12\big[F_N(\alpha+\beta)+F_N(\alpha-\beta)\big]$. The proof does this term by term and then adds the constant $g_0$. It holds for every sequence $g$.

```lean
/-- A Chebyshev kernel whose damping factors are the autocorrelation of real amplitudes
is nonnegative on the square `[-1,1]²`. -/
theorem kernel_nonneg (a : ℕ → ℝ) (N : ℕ) {x y : ℝ}
    (hx : x ∈ Set.Icc (-1 : ℝ) 1) (hy : y ∈ Set.Icc (-1 : ℝ) 1) :
    0 ≤ kernel (autocorr a N) N x y := by
  obtain ⟨α, rfl⟩ : ∃ α, Real.cos α = x := ⟨Real.arccos x, Real.cos_arccos hx.1 hx.2⟩
  obtain ⟨β, rfl⟩ : ∃ β, Real.cos β = y := ⟨Real.arccos y, Real.cos_arccos hy.1 hy.2⟩
  rw [kernel_cos, cosSeries_autocorr, cosSeries_autocorr]
  positivity
```

This is the main theorem: for every real choice of amplitudes and every $N$, $K(x,y)\ge0$ when $x$ and $y$ lie in $[-1,1]$. The hypotheses `hx` and `hy` express membership in that closed interval.

By hand, choose $\alpha=\arccos x$ and $\beta=\arccos y$, which is where the interval is needed. By the two preceding results $K$ is then half a sum of four squares. Lean follows the same route: `obtain` introduces the angles, `rw` substitutes the identities, and `positivity` recognises the squares.

```lean
/-- For a discrete spectrum in `[-1,1]` with nonnegative weights, the Chebyshev moment series damped
by the autocorrelation of real amplitudes is nonnegative at every `x` in `[-1,1]`. -/
theorem density_nonneg {ι : Type*} [Fintype ι] (a : ℕ → ℝ) (N : ℕ) (w E : ι → ℝ)
    (hw : ∀ n, 0 ≤ w n) (hE : ∀ n, E n ∈ Set.Icc (-1 : ℝ) 1)
    {x : ℝ} (hx : x ∈ Set.Icc (-1 : ℝ) 1) :
    0 ≤ autocorr a N 0 * moment w E 0 +
      2 * ∑ k ∈ range N, autocorr a N (k + 1) * moment w E (k + 1) * cheb (k + 1) x := by
  have h0 : ∀ z, cheb 0 z = 1 := fun z => by simp [cheb]
  -- the series is the spectrum smeared with the kernel
  have h : autocorr a N 0 * moment w E 0 +
      2 * ∑ k ∈ range N, autocorr a N (k + 1) * moment w E (k + 1) * cheb (k + 1) x =
      ∑ n, w n * kernel (autocorr a N) N x (E n) := by
    simp only [kernel, moment, mul_add, sum_add_distrib]
    congr 1
    · rw [mul_sum]
      refine sum_congr rfl fun n _ => ?_
      rw [h0]
      ring
    · simp only [mul_sum, sum_mul]
      rw [sum_comm]
      refine sum_congr rfl fun n _ => sum_congr rfl fun k _ => ?_
      ring
  rw [h]
  exact sum_nonneg fun n _ => mul_nonneg (hw n) (kernel_nonneg a N hx (hE n))
```

The theorem concerns the bracket in the density formula. Its hypotheses are nonnegative weights (`hw`), levels in $[-1,1]$ (`hE`) and $x$ in $[-1,1]$. Inserting the moments, exchanging the two finite sums and using $T_0=1$ gives

$$g_0\mu_0+2\sum_{k=1}^N g_k\mu_kT_k(x)=\sum_n w_nK(x,E_n)\ge0.$$

The equality is `h` in the proof, and the last line adds up nonnegative terms. The prefactor $1/(\pi\sqrt{1-x^2})$ is left out of the statement; it is positive for $|x|<1$ and doesn't change the sign.

The weights $|\langle n|r\rangle|^2$ satisfy `hw` for any start vector, so a stochastic estimate of the trace retains positivity in exact arithmetic. Rounding errors are not modelled, and a rescaling that leaves a level outside $[-1,1]$ violates `hE`.

```lean
/-- The kernel with the Fejér damping factors `1 - k/(N+1)` is nonnegative on `[-1,1]²`. -/
theorem fejer_kernel_nonneg (N : ℕ) {x y : ℝ}
    (hx : x ∈ Set.Icc (-1 : ℝ) 1) (hy : y ∈ Set.Icc (-1 : ℝ) 1) :
    0 ≤ kernel (fun k => 1 - (k : ℝ) / ((N : ℝ) + 1)) N x y := by
  have hN : (0 : ℝ) < (N : ℝ) + 1 := by positivity
  -- constant amplitudes give the Fejér factors up to the scale N + 1
  have hg : ∀ k, k ≤ N + 1 →
      autocorr (fun _ => 1) N k = ((N : ℝ) + 1) * (1 - (k : ℝ) / ((N : ℝ) + 1)) := by
    intro k hk
    have h1 : autocorr (fun _ => 1) N k = ((N + 1 - k : ℕ) : ℝ) := by simp [autocorr]
    rw [h1, Nat.cast_sub hk, mul_sub, mul_div_cancel₀ _ hN.ne']
    push_cast
    ring
  have h : kernel (autocorr (fun _ => 1) N) N x y =
      ((N : ℝ) + 1) * kernel (fun k => 1 - (k : ℝ) / ((N : ℝ) + 1)) N x y := by
    have hsum : ∑ k ∈ range N,
          autocorr (fun _ => 1) N (k + 1) * (cheb (k + 1) x * cheb (k + 1) y) =
        ((N : ℝ) + 1) * ∑ k ∈ range N,
          (1 - ((k + 1 : ℕ) : ℝ) / ((N : ℝ) + 1)) * (cheb (k + 1) x * cheb (k + 1) y) := by
      rw [mul_sum]
      refine sum_congr rfl fun k hk => ?_
      have hk' := mem_range.1 hk
      rw [hg (k + 1) (by omega)]
      ring
    simp only [kernel]
    rw [hsum, hg 0 (Nat.zero_le _)]
    ring
  have hp := kernel_nonneg (fun _ => 1) N hx hy
  rw [h] at hp
  exact nonneg_of_mul_nonneg_right hp hN
```

The Fejér factors are $g_k=1-k/(N+1)$. Amplitudes all equal to 1 have autocorrelation

$$N+1-k=(N+1)\Big(1-\frac{k}{N+1}\Big).$$

The kernel is linear in its damping factors, so the kernel of the unit amplitudes is $N+1$ times the Fejér kernel. Dividing by the positive number $N+1$ preserves the sign. The normalised amplitudes are $a_j=1/\sqrt{N+1}$. In the proof, `hg` is the identity for the factors and `h` the one for the kernels.

## Negative values without damping

```lean
/-- The undamped kernel of first order is `1 + 2xy`, and it is negative at `(1,-1)`. -/
theorem undamped_first_order :
    (∀ x y, kernel (fun _ => 1) 1 x y = 1 + 2 * x * y) ∧
      kernel (fun _ => 1) 1 1 (-1) < 0 := by
  have h : ∀ x y, kernel (fun _ => 1) 1 x y = 1 + 2 * x * y := by
    intro x y
    have h1 : ∀ z, cheb 1 z = z := fun z => by simp [cheb]
    simp only [kernel, sum_range_one, zero_add, h1]
    ring
  refine ⟨h, ?_⟩
  rw [h]
  norm_num
```

The expression `fun _ => 1` is the sequence with every factor equal to 1. Because $T_1(z)=z$, the first-order kernel is $1+2xy$, and at $(1,-1)$ it equals $-1$. The symbol `∧` joins the two claims, the formula and the sign.

```lean
/-- The undamped cosine series obeys the Dirichlet kernel identity
`sin(θ/2) D_N(θ) = sin((N + 1/2)θ)`. -/
theorem dirichlet_identity (N : ℕ) (θ : ℝ) :
    Real.sin (θ / 2) * cosSeries (fun _ => 1) N θ = Real.sin (((N : ℝ) + 1 / 2) * θ) := by
  unfold cosSeries
  induction N with
  | zero =>
    rw [sum_range_zero, mul_zero, add_zero, mul_one]
    congr 1
    push_cast
    ring
  | succ N ih =>
    have e1 : ((N : ℝ) + 1 / 2) * θ = ((N + 1 : ℕ) : ℝ) * θ - θ / 2 := by
      push_cast
      ring
    have e2 : (((N + 1 : ℕ) : ℝ) + 1 / 2) * θ = ((N + 1 : ℕ) : ℝ) * θ + θ / 2 := by ring
    rw [e1, Real.sin_sub] at ih
    rw [e2, Real.sin_add, sum_range_succ]
    linear_combination ih
```

Let $D_N(\theta)=1+2\sum_{k=1}^N\cos k\theta$ be the undamped cosine series. The identity is

$$\sin(\theta/2)\,D_N(\theta)=\sin\big((N+\tfrac12)\theta\big).$$

For $N=0$ both sides are $\sin(\theta/2)$. Going from $N$ to $N+1$ adds

$$2\sin(\theta/2)\cos((N+1)\theta)=\sin\big((N+\tfrac32)\theta\big)-\sin\big((N+\tfrac12)\theta\big)$$

to the left side, exactly the change on the right. Lean writes the two half-integer angles as $(N+1)\theta\mp\theta/2$ (`e1`, `e2`) and expands the sines.

```lean
/-- At every order `N ≥ 1` the undamped kernel is negative at the point
`x = cos(3π/(2N+1))`, `y = 1`. -/
theorem undamped_neg {N : ℕ} (hN : 1 ≤ N) :
    kernel (fun _ => 1) N (Real.cos (3 * Real.pi / (2 * (N : ℝ) + 1))) 1 < 0 := by
  have hN' : (1 : ℝ) ≤ (N : ℝ) := by exact_mod_cast hN
  have hd : (0 : ℝ) < 2 * (N : ℝ) + 1 := by positivity
  have hpi := Real.pi_pos
  obtain ⟨θ, hθ⟩ : ∃ θ, θ = 3 * Real.pi / (2 * (N : ℝ) + 1) := ⟨_, rfl⟩
  have hpos : 0 < θ := by
    rw [hθ]
    positivity
  have hle : θ ≤ Real.pi := by
    rw [hθ, div_le_iff₀ hd]
    nlinarith
  have hmul : θ * (2 * (N : ℝ) + 1) = 3 * Real.pi := by
    rw [hθ, div_mul_cancel₀ _ hd.ne']
  have hs : 0 < Real.sin (θ / 2) :=
    Real.sin_pos_of_pos_of_lt_pi (by linarith) (by linarith)
  have hk : kernel (fun _ => 1) N (Real.cos θ) 1 = cosSeries (fun _ => 1) N θ := by
    have h := kernel_cos (fun _ => 1) N θ 0
    rw [Real.cos_zero, add_zero, sub_zero] at h
    rw [h]
    ring
  -- at this angle the Dirichlet numerator equals sin(3π/2) = -1
  have hD := dirichlet_identity N θ
  rw [show ((N : ℝ) + 1 / 2) * θ = Real.pi / 2 + Real.pi by linear_combination hmul / 2,
    Real.sin_add_pi, Real.sin_pi_div_two] at hD
  rw [← hθ, hk]
  by_contra hcon
  have := mul_nonneg hs.le (not_lt.1 hcon)
  linarith

end

end ChebyshevDampingKernel
```

At every order $N\ge1$ the undamped kernel is negative at $x=\cos\theta$, $y=1$, where $\theta=3\pi/(2N+1)$. Since $y=\cos0$, both angles in the mean equal $\theta$, and the kernel is $D_N(\theta)$ (`hk`). From $N\ge1$ follows $0<\theta\le\pi$, so $\sin(\theta/2)>0$ (`hs`). Moreover $(N+\tfrac12)\theta=3\pi/2$, whose sine is $-1$. Therefore

$$D_N(\theta)=-\frac{1}{\sin(\theta/2)}<0.$$

Lean finishes by contradiction: if the kernel were nonnegative, its product with $\sin(\theta/2)$ would be too, yet that product is $-1$.

For a spectrum consisting of one level at $E=1$ with unit weight, the undamped moment series is this kernel. For this spectrum, raising the truncation order therefore does not remove negative values from the reconstruction; it moves this point towards the level.

```lean
#print axioms ChebyshevDampingKernel.kernel_nonneg
-- 'ChebyshevDampingKernel.kernel_nonneg' depends on axioms: [propext, Classical.choice, Quot.sound]
#print axioms ChebyshevDampingKernel.density_nonneg
-- 'ChebyshevDampingKernel.density_nonneg' depends on axioms: [propext, Classical.choice, Quot.sound]
#print axioms ChebyshevDampingKernel.undamped_first_order
-- 'ChebyshevDampingKernel.undamped_first_order' depends on axioms: [propext, Classical.choice, Quot.sound]
#print axioms ChebyshevDampingKernel.undamped_neg
-- 'ChebyshevDampingKernel.undamped_neg' depends on axioms: [propext, Classical.choice, Quot.sound]
```
